# Strain derivatives of band energy and free energy for Fermi-occupied levels differ by an occupation-response term

Two levels sit at $+x$ and $-x$ and share one electron, with the chemical potential at zero and Fermi occupations at temperature $T$ (in energy units). I treat $x$ as my strain parameter. At $x=T$ the occupation-weighted sum of level derivatives, which I would call the stress, is $-0.462$. But when I difference the band energy $\sum_i f_i e_i$ numerically, I get $-0.855$. The electron number is fixed in both cases, and refining the step doesn't help. Which number is the derivative of what, and can I predict the difference between the two for a general set of levels?

## The occupations move with the strain

Both numbers are right, but they belong to different functions. In your example let $f=1/(1+e^{x/T})$ be the occupation of the upper level, so that the lower one has $1-f$. The band energy is $B=xf-x(1-f)=x(2f-1)$, and since $f'=-f(1-f)/T$,

$$B'=(2f-1)-\frac{2x}{T}f(1-f).$$

At $x=T$ we have $f=1/(1+e)\approx0.2689$ and $f(1-f)\approx0.1966$. The first term is $-0.4621$, the second is $-0.3932$, and they add up to $-0.8553$. The first term is your sum of level derivatives. It is the exact derivative of the free energy

$$F=-T\log(1+e^{-x/T})-T\log(1+e^{x/T}).$$

The second term comes from electrons moving between the levels as the splitting changes.

## Any finite set of levels

Let levels $e_i$ carry fixed weights $w_i$, such as k-point or spin weights, and let a prime denote the strain derivative. With chemical potential $\mu$ and a particle number $N$ that does not depend on strain, define

$$f_i=\frac{1}{1+e^{(e_i-\mu)/T}},\qquad B=\sum_i w_if_ie_i,\qquad F=\mu N-T\sum_i w_i\log\bigl(1+e^{(\mu-e_i)/T}\bigr).$$

The chain rule gives the response of an occupation. With $u_i=(e_i-\mu)/T$,

$$f_i'=-\frac{e^{u_i}}{(1+e^{u_i})^2}\,u_i'=-\frac1T f_i(1-f_i)(e_i'-\mu').$$

For the logarithm, use $e^{-u_i}/(1+e^{-u_i})=f_i$:

$$\frac{d}{dx}\,T\log(1+e^{-u_i})=-T\,\frac{e^{-u_i}}{1+e^{-u_i}}\,u_i'=f_i(\mu'-e_i').$$

The free energy therefore has the derivative

$$F'=\mu'N-\sum_i w_if_i(\mu'-e_i')=\mu'\Bigl(N-\sum_i w_if_i\Bigr)+\sum_i w_if_ie_i'=\sum_i w_if_ie_i',$$

because the weighted occupations add up to $N$ at the strain considered. The product rule for the band energy gives

$$B'=\sum_i w_if_ie_i'+\sum_i w_if_i'e_i,\qquad\text{so}\qquad B'-F'=\sum_i w_if_i'e_i.$$

If the weighted occupations add up to the same $N$ at all nearby strains too, then $\sum_i w_if_i'=0$, and subtracting $\mu$ times this sum changes nothing. Inserting $f_i'$ yields

$$B'-F'=\sum_i w_if_i'(e_i-\mu)=-\frac1T\sum_i w_if_i(1-f_i)(e_i-\mu)(e_i'-\mu').$$

So for independent levels with Fermi–Dirac smearing at fixed electron number, a finite-difference check of the stress $\sum_i w_if_ie_i'$ should difference $F$, not $B$.

The difference $B'-F'$ has a definite sign when strain stretches the spectrum about the chemical potential, $e_i'-\mu'=c\,(e_i-\mu)$ with $c>0$. The constant $c$ is the common relative rate at which the levels move away from $\mu$, as in a half-filled bipartite hopping model with equal site energies, whose hopping amplitudes all grow by the same factor. Each term of the sum then contains $c\,(e_i-\mu)^2$. With positive weights and at least one level off $\mu$, it follows that $B'-F'<0$.

## What the Lean statements say

The levels are functions `e i` of one real strain variable, indexed by a finite type `ι`, and `x` is the strain at which derivatives are taken. `HasDerivAt (e i) (e' i) x` says that level `i` is differentiable there with derivative `e' i`; `μ` and `μ'` are related in the same way. The definitions `fermi`, `freeEnergy` and `bandEnergy` are $f_i$, $F$ and $B$ above.

`hasDerivAt_freeEnergy` needs the weighted occupations to add up to `N` only at `x` itself. `hasDerivAt_bandEnergy_sub_freeEnergy` needs this at all strains near `x`, written `∀ᶠ y in 𝓝 x`, because the number equation is differentiated. These two theorems put no sign condition on the weights; `deriv_neg_of_widening` requires them to be positive. `splitLevels_witness` is your two-level example at every real `x`, including $x=0$, where $B'-F'$ vanishes, and negative `x`, where it is positive.

The differentiability of `μ` is assumed, not derived from the number equation. The weights and $T$ don't change with strain, and "stress" here means a plain derivative with no division by volume. The levels are given functions, so self-consistency, double-counting terms, basis-set corrections and PAW augmentation do not enter, and neither do smearing schemes other than Fermi–Dirac.

```lean
import Mathlib

open Filter Topology

namespace MetallicStress

noncomputable section

variable {ι : Type*} [Fintype ι]

/-- Fermi occupation of a level `ε` at chemical potential `μ` and temperature `T ≠ 0`
(in energy units). -/
def fermi (T μ ε : ℝ) : ℝ := 1 / (1 + Real.exp ((ε - μ) / T))

/-- Free energy `μ N - T ∑ w log (1 + exp ((μ - ε) / T))` of independent electrons in levels `ε`
with weights `w`, for `T ≠ 0`, where `N` is meant to be the particle number (the weighted sum of the
Fermi occupations) at `μ`. -/
def freeEnergy (w : ι → ℝ) (T N μ : ℝ) (ε : ι → ℝ) : ℝ :=
  μ * N - T * ∑ i, w i * Real.log (1 + Real.exp ((μ - ε i) / T))

/-- Band energy: the sum of the levels `ε`, each multiplied by its weight `w` and its Fermi
occupation, for `T ≠ 0`. -/
def bandEnergy (w : ι → ℝ) (T μ : ℝ) (ε : ι → ℝ) : ℝ :=
  ∑ i, w i * (fermi T μ (ε i) * ε i)

/-- Every Fermi occupation lies strictly between zero and one. -/
theorem fermi_pos_lt_one (T μ ε : ℝ) : 0 < fermi T μ ε ∧ fermi T μ ε < 1 := by
  have hE := Real.exp_pos ((ε - μ) / T)
  unfold fermi
  constructor
  · positivity
  · rw [div_lt_one (by positivity)]
    linarith

/-- Particle-hole relation: the occupations of two levels placed symmetrically about the
chemical potential add up to one. -/
theorem fermi_particle_hole (T μ d : ℝ) :
    fermi T μ (μ + d) + fermi T μ (μ - d) = 1 := by
  have hp : Real.exp ((μ + d - μ) / T) * Real.exp ((μ - d - μ) / T) = 1 := by
    rw [← Real.exp_add, show (μ + d - μ) / T + (μ - d - μ) / T = 0 by ring, Real.exp_zero]
  have h1 : 1 + Real.exp ((μ + d - μ) / T) ≠ 0 := by positivity
  have h2 : 1 + Real.exp ((μ - d - μ) / T) ≠ 0 := by positivity
  unfold fermi
  rw [div_add_div _ _ h1 h2, div_eq_one_iff_eq (mul_ne_zero h1 h2)]
  linear_combination -hp

/-- Response of an occupation at `T > 0`: `T f` changes at the rate `-f (1 - f) (e' - μ')` when
the level and the chemical potential move at the rates `e'` and `μ'`. -/
theorem hasDerivAt_fermi {T x e' μ' : ℝ} {e μ : ℝ → ℝ} (hT : 0 < T)
    (he : HasDerivAt e e' x) (hμ : HasDerivAt μ μ' x) :
    HasDerivAt (fun y => T * fermi T (μ y) (e y))
      (-(fermi T (μ x) (e x) * (1 - fermi T (μ x) (e x)) * (e' - μ'))) x := by
  have h0 : 1 + Real.exp ((e x - μ x) / T) ≠ 0 := by positivity
  have h1 : HasDerivAt (fun y => 1 + Real.exp ((e y - μ y) / T))
      (Real.exp ((e x - μ x) / T) * ((e' - μ') / T)) x :=
    (((he.fun_sub hμ).div_const T).exp).const_add 1
  have h2 := ((hasDerivAt_const x (1 : ℝ)).fun_div h1 h0).const_mul T
  refine h2.congr_deriv ?_
  have hu := mul_inv_cancel₀ h0
  have ht := mul_inv_cancel₀ hT.ne'
  unfold fermi
  generalize Real.exp ((e x - μ x) / T) = E at hu ⊢
  rw [div_eq_mul_inv _ ((1 + E) ^ 2), ← inv_pow]
  linear_combination (-(E * (e' - μ') * (1 + E)⁻¹ ^ 2)) * ht - (1 + E)⁻¹ * (e' - μ') * hu

/-- At `T > 0`, when the level and the chemical potential move at the rates `e'` and `μ'`, the
one-level term `T log (1 + exp ((μ - e) / T))` changes at the rate `f (μ' - e')`. -/
theorem hasDerivAt_levelTerm {T x e' μ' : ℝ} {e μ : ℝ → ℝ} (hT : 0 < T)
    (he : HasDerivAt e e' x) (hμ : HasDerivAt μ μ' x) :
    HasDerivAt (fun y => T * Real.log (1 + Real.exp ((μ y - e y) / T)))
      (fermi T (μ x) (e x) * (μ' - e')) x := by
  have h0 : 1 + Real.exp ((μ x - e x) / T) ≠ 0 := by positivity
  have h0' : 1 + Real.exp ((e x - μ x) / T) ≠ 0 := by positivity
  have h1 : HasDerivAt (fun y => 1 + Real.exp ((μ y - e y) / T))
      (Real.exp ((μ x - e x) / T) * ((μ' - e') / T)) x :=
    (((hμ.fun_sub he).div_const T).exp).const_add 1
  have hp : Real.exp ((e x - μ x) / T) * Real.exp ((μ x - e x) / T) = 1 := by
    rw [← Real.exp_add, show (e x - μ x) / T + (μ x - e x) / T = 0 by ring, Real.exp_zero]
  -- the occupation written with the inverse Boltzmann factor
  have hf : fermi T (μ x) (e x)
      = Real.exp ((μ x - e x) / T) / (1 + Real.exp ((μ x - e x) / T)) := by
    unfold fermi
    rw [div_eq_div_iff h0' h0]
    linear_combination -hp
  refine ((h1.log h0).const_mul T).congr_deriv ?_
  rw [hf]
  have ht := mul_inv_cancel₀ hT.ne'
  generalize Real.exp ((μ x - e x) / T) = E
  linear_combination (E / (1 + E) * (μ' - e')) * ht

/-- Let `T > 0` and let the levels and the chemical potential be differentiable at strain `x`, the
levels with derivatives `e'`. If the weighted occupations at `x` add up to the constant `N`, the
free energy has the strain derivative `∑ w f e'`. -/
theorem hasDerivAt_freeEnergy {w e' : ι → ℝ} {T N x μ' : ℝ} {e : ι → ℝ → ℝ} {μ : ℝ → ℝ}
    (hT : 0 < T) (he : ∀ i, HasDerivAt (e i) (e' i) x) (hμ : HasDerivAt μ μ' x)
    (hN : ∑ i, w i * fermi T (μ x) (e i x) = N) :
    HasDerivAt (fun y => freeEnergy w T N (μ y) (fun i => e i y))
      (∑ i, w i * (fermi T (μ x) (e i x) * e' i)) x := by
  have hF : (fun y => freeEnergy w T N (μ y) (fun i => e i y)) = fun y =>
      μ y * N - ∑ i, w i * (T * Real.log (1 + Real.exp ((μ y - e i y) / T))) := by
    funext y
    unfold freeEnergy
    rw [Finset.mul_sum]
    congr 1
    exact Finset.sum_congr rfl fun i _ => by ring
  rw [hF]
  refine ((hμ.mul_const N).fun_sub (HasDerivAt.fun_sum fun i _ =>
    (hasDerivAt_levelTerm hT (he i) hμ).const_mul (w i))).congr_deriv ?_
  -- the shift of the chemical potential drops out
  rw [← hN, Finset.mul_sum, ← Finset.sum_sub_distrib]
  exact Finset.sum_congr rfl fun i _ => by ring

/-- Error of the band-energy stress: at `T > 0` and fixed particle number near strain `x`, with
levels and chemical potential differentiable at `x` with derivatives `e'` and `μ'`, the band energy
minus the free energy has the strain derivative `-(1/T) ∑ w f (1 - f) (e - μ) (e' - μ')`. -/
theorem hasDerivAt_bandEnergy_sub_freeEnergy {w e' : ι → ℝ} {T N x μ' : ℝ}
    {e : ι → ℝ → ℝ} {μ : ℝ → ℝ}
    (hT : 0 < T) (he : ∀ i, HasDerivAt (e i) (e' i) x) (hμ : HasDerivAt μ μ' x)
    (hN : ∀ᶠ y in 𝓝 x, ∑ i, w i * fermi T (μ y) (e i y) = N) :
    HasDerivAt (fun y => bandEnergy w T (μ y) (fun i => e i y)
        - freeEnergy w T N (μ y) (fun i => e i y))
      (-(1 / T) * ∑ i, w i * (fermi T (μ x) (e i x) * (1 - fermi T (μ x) (e i x))
        * (e i x - μ x) * (e' i - μ'))) x := by
  -- differentiate the constant particle number
  have h1 : HasDerivAt (fun y => ∑ i, w i * (T * fermi T (μ y) (e i y)))
      (∑ i, w i * -(fermi T (μ x) (e i x) * (1 - fermi T (μ x) (e i x)) * (e' i - μ'))) x :=
    HasDerivAt.fun_sum fun i _ => (hasDerivAt_fermi hT (he i) hμ).const_mul (w i)
  have h2 : HasDerivAt (fun y => ∑ i, w i * (T * fermi T (μ y) (e i y))) 0 x := by
    refine (hasDerivAt_const x (T * N)).congr_of_eventuallyEq (hN.mono fun y hy => ?_)
    change ∑ i, w i * (T * fermi T (μ y) (e i y)) = T * N
    rw [← hy, Finset.mul_sum]
    exact Finset.sum_congr rfl fun i _ => by ring
  have h3 := h1.unique h2
  -- product rule for the band energy
  have hf : ∀ i, HasDerivAt (fun y => fermi T (μ y) (e i y))
      (T⁻¹ * -(fermi T (μ x) (e i x) * (1 - fermi T (μ x) (e i x)) * (e' i - μ'))) x := by
    intro i
    have h := (hasDerivAt_fermi hT (he i) hμ).const_mul T⁻¹
    simpa only [inv_mul_cancel_left₀ hT.ne'] using h
  have hb : HasDerivAt (fun y => bandEnergy w T (μ y) (fun i => e i y))
      (∑ i, w i * (T⁻¹ * -(fermi T (μ x) (e i x) * (1 - fermi T (μ x) (e i x)) * (e' i - μ'))
        * e i x + fermi T (μ x) (e i x) * e' i)) x := by
    unfold bandEnergy
    exact HasDerivAt.fun_sum fun i _ => ((hf i).fun_mul (he i)).const_mul (w i)
  refine (hb.fun_sub (hasDerivAt_freeEnergy hT he hμ hN.self_of_nhds)).congr_deriv ?_
  -- particle conservation lets us measure the levels from the chemical potential
  calc _ = -(1 / T) * ∑ i, w i * (fermi T (μ x) (e i x) * (1 - fermi T (μ x) (e i x))
          * (e i x - μ x) * (e' i - μ'))
        + T⁻¹ * μ x * ∑ i, w i *
          -(fermi T (μ x) (e i x) * (1 - fermi T (μ x) (e i x)) * (e' i - μ')) := by
        rw [Finset.mul_sum, Finset.mul_sum, ← Finset.sum_sub_distrib, ← Finset.sum_add_distrib]
        exact Finset.sum_congr rfl fun i _ => by ring
    _ = _ := by rw [h3, mul_zero, add_zero]

/-- Let `T > 0`, the weights be positive, the particle number be fixed near `x`, and the levels and
the chemical potential be differentiable at `x`. If strain widens the spectrum about the chemical
potential at a relative rate `c > 0` and some level lies off it, the band energy minus the free
energy has a negative strain derivative. -/
theorem deriv_neg_of_widening {w e' : ι → ℝ} {T N x μ' c : ℝ} {e : ι → ℝ → ℝ} {μ : ℝ → ℝ}
    (hT : 0 < T) (he : ∀ i, HasDerivAt (e i) (e' i) x) (hμ : HasDerivAt μ μ' x)
    (hN : ∀ᶠ y in 𝓝 x, ∑ i, w i * fermi T (μ y) (e i y) = N)
    (hw : ∀ i, 0 < w i) (hc : 0 < c) (hwide : ∀ i, e' i - μ' = c * (e i x - μ x))
    (hoff : ∃ i, e i x ≠ μ x) :
    deriv (fun y => bandEnergy w T (μ y) (fun i => e i y)
      - freeEnergy w T N (μ y) (fun i => e i y)) x < 0 := by
  rw [(hasDerivAt_bandEnergy_sub_freeEnergy hT he hμ hN).deriv]
  have hterm : ∀ i, w i * (fermi T (μ x) (e i x) * (1 - fermi T (μ x) (e i x))
      * (e i x - μ x) * (e' i - μ')) = c * (w i * (fermi T (μ x) (e i x)
      * (1 - fermi T (μ x) (e i x)))) * (e i x - μ x) ^ 2 := by
    intro i
    rw [hwide i]
    ring
  have hg : ∀ i, 0 < c * (w i * (fermi T (μ x) (e i x) * (1 - fermi T (μ x) (e i x)))) := by
    intro i
    have h := fermi_pos_lt_one T (μ x) (e i x)
    exact mul_pos hc (mul_pos (hw i) (mul_pos h.1 (sub_pos.mpr h.2)))
  rw [Finset.sum_congr rfl fun i _ => hterm i, neg_mul]
  obtain ⟨j, hj⟩ := hoff
  refine neg_lt_zero.mpr (mul_pos (by positivity) (Finset.sum_pos'
    (fun i _ => mul_nonneg (hg i).le (sq_nonneg _)) ⟨j, Finset.mem_univ j, ?_⟩))
  have hne := sub_ne_zero.mpr hj
  have hsq : 0 < (e j x - μ x) ^ 2 := by positivity
  exact mul_pos (hg j) hsq

/-- Two levels at `y` and `-y`, split symmetrically by the strain `y`. -/
def splitLevels (i : Fin 2) (y : ℝ) : ℝ := ![y, -y] i

/-- For the levels `x` and `-x` sharing one electron at `μ = 0` and `T > 0`, the band energy minus
the free energy has the strain derivative `-(2 x / T) f (1 - f)`, with `f` the occupation of the
level `x`. -/
theorem splitLevels_witness {T : ℝ} (hT : 0 < T) (x : ℝ) :
    HasDerivAt (fun y => bandEnergy (fun _ => 1) T 0 (fun i => splitLevels i y)
        - freeEnergy (fun _ => 1) T 1 0 (fun i => splitLevels i y))
      (-(2 * x / T) * (fermi T 0 x * (1 - fermi T 0 x))) x := by
  have hs : ∀ y, fermi T 0 y + fermi T 0 (-y) = 1 := by
    intro y
    have h := fermi_particle_hole T 0 y
    rwa [zero_add, zero_sub] at h
  have he : ∀ i, HasDerivAt (splitLevels i) ((![1, -1] : Fin 2 → ℝ) i) x := by
    refine Fin.forall_fin_two.mpr ⟨?_, ?_⟩
    · change HasDerivAt (fun y : ℝ => y) 1 x
      exact hasDerivAt_id' x
    · change HasDerivAt (fun y : ℝ => -y) (-1) x
      exact (hasDerivAt_id' x).fun_neg
  have hN : ∀ y, ∑ i, (1 : ℝ) * fermi T 0 (splitLevels i y) = 1 := by
    intro y
    rw [Fin.sum_univ_two]
    change 1 * fermi T 0 y + 1 * fermi T 0 (-y) = 1
    linarith [hs y]
  refine (hasDerivAt_bandEnergy_sub_freeEnergy (w := fun _ => 1) (μ := fun _ => 0) hT he
    (hasDerivAt_const x 0) (Eventually.of_forall hN)).congr_deriv ?_
  rw [Fin.sum_univ_two]
  change -(1 / T) * (1 * (fermi T 0 x * (1 - fermi T 0 x) * (x - 0) * (1 - 0))
    + 1 * (fermi T 0 (-x) * (1 - fermi T 0 (-x)) * (-x - 0) * (-1 - 0))) = _
  rw [show fermi T 0 (-x) = 1 - fermi T 0 x by linarith [hs x]]
  ring

end

end MetallicStress
```

```lean
#print axioms MetallicStress.hasDerivAt_bandEnergy_sub_freeEnergy
#print axioms MetallicStress.deriv_neg_of_widening
```

```
'MetallicStress.hasDerivAt_bandEnergy_sub_freeEnergy' depends on axioms: [propext, Classical.choice, Quot.sound]
'MetallicStress.deriv_neg_of_widening' depends on axioms: [propext, Classical.choice, Quot.sound]
```

## From the chain rule to the difference of derivatives in Lean

`hasDerivAt_fermi` is the formula for $f_i'$ multiplied by $T$. Lean's chain and quotient rules supply a derivative, and `congr_deriv` leaves the task of showing that it equals the stated one. The exponential is then replaced by a letter `E`, and `linear_combination` finishes the algebra from $TT^{-1}=1$ and $(1+E)(1+E)^{-1}=1$.

`hasDerivAt_levelTerm` does the same for the logarithm. Its intermediate result `hf` is the identity $f_i=e^{-u_i}/(1+e^{-u_i})$.

`hasDerivAt_freeEnergy` moves $T$ inside the sum and differentiates term by term. Rewriting `N` as the sum of occupations then cancels the $\mu'$ terms.

`hasDerivAt_bandEnergy_sub_freeEnergy` differentiates $\sum_i w_iTf_i$ in two ways: `h1` uses the occupation response, and `h2` uses the fact that the sum is constant near `x`. A derivative is unique, so `h3` states that the weighted occupation responses add up to zero. `hb` is the product rule for $B$. After $F'$ has been subtracted, the `calc` block splits the result into the desired sum over $e_i-\mu$ and a multiple of $\mu$ times the sum in `h3`, which vanishes.

For the sign, `deriv_neg_of_widening` writes each term as a positive factor times $(e_i-\mu)^2$. The positive factor relies on `fermi_pos_lt_one`, which places every occupation strictly between zero and one. The level off $\mu$ makes the sum strictly positive, and the prefactor $-1/T$ makes the derivative negative.

In the two-level example, `fermi_particle_hole` shows that the occupations of $y$ and $-y$ add up to one for every $y$, so the electron number is conserved with $\mu=0$ throughout. The same relation turns the occupation of the lower level into $1-f$. The two levels then contribute equally to $B'-F'$, which gives the factor 2 in $-(2x/T)f(1-f)$.
